# Iterating the BCS gap equation for finitely many levels converges from any positive start to the positive gap, if one exists

## Levels, kernel and gap update

Let $x_k$ be finitely many real level energies, at least one, measured from a fixed chemical potential. Temperature $T>0$ is in energy units ($k_B=1$). The constant $V>0$ stands for an effective pairing attraction, equal for all levels. For a real, level-independent gap $D\ge 0$ define

$$E_k=\sqrt{x_k^2+D^2},\qquad K(D)=V\sum_k\frac{\tanh(E_k/2T)}{2E_k},\qquad g(D)=D\,K(D).$$

A self-consistent gap satisfies $g(D)=D$; for $D>0$ this is the gap equation $K(D)=1$. The self-consistency loop replaces $D$ by $g(D)$ repeatedly.

## What is proved about the loop

- **Convergence.** If $D_s>0$ and $g(D_s)=D_s$, the iterates from every $D>0$ converge to $D_s$, moving towards it without overshooting.
- **Slope at zero.** If all $x_k\neq0$, then $g'(0)=K(0)$, and this exceeds 1 whenever a positive self-consistent gap exists.
- **Normal case.** If all $x_k\ne0$ and $K(0)\le1$, the iterates from any $D\ge0$ tend to 0, and the $n$-th is at most $K(0)^nD$.

In Lean, the levels are `x : ι → ℝ` over a finite type `ι`, and $E$, $K$, $g$ are `quasiEnergy`, `kernel`, `gapMap`. The $n$-th iterate is `(gapMap x V T)^[n] D`, and `Tendsto … atTop (𝓝 Ds)` is ordinary convergence. The hypothesis `hfix` says that `Ds` is self-consistent; its existence is assumed, not derived from $K(0)>1$. Statements about $K(0)$ require nonzero levels because at $E=0$ Lean's division gives 0 instead of the limit $1/(4T)$ of the summand.

In both convergence cases above, the plain loop for this mean-field model with a single gap and fixed levels converges in exact arithmetic without damping or mixing.

## Derivation from two monotonicities

**The kernel decreases.** For $u>0$,

$$\frac{d}{du}\frac{\tanh u}{u}=\frac{u-\sinh u\cosh u}{u^2\cosh^2u}<0,$$

since $\sinh u>u$ and $\cosh u\ge1$. With $u=E_k/2T$, each summand of $K$ is $\frac{1}{4T}\frac{\tanh u}{u}$. As $E_k$ grows strictly with $D\ge0$, $K$ strictly decreases wherever the energies are positive.

**The update increases.** Write

$$g(D)=V\sum_k\frac{D}{E_k}\,\frac{\tanh(E_k/2T)}{2}.$$

Neither factor decreases with $D$: $(D/E_k)^2=D^2/(x_k^2+D^2)$ is nondecreasing, and so is $\tanh$.

**Trapping.** At the self-consistent gap, $K(D_s)=1$. If $0<D\le D_s$, then $K(D)\ge1$, hence $D\le g(D)\le g(D_s)=D_s$. If $D\ge D_s$, all inequalities reverse. The iterates are thus monotone and bounded, and their limit $L$ lies between $D$ and $D_s$, so $L>0$. By continuity $g(L)=L$, so $K(L)=1=K(D_s)$, and strict decrease gives $L=D_s$.

**Slope.** Since $g(0)=0$, the difference quotient is $g(D)/D=K(D)\to K(0)$. If $D_s$ exists, $K(0)>K(D_s)=1$.

**Normal case.** For $d\ge0$, $0\le g(d)\le K(0)d\le d$. Induction gives the bound $K(0)^nD$, and the iterates decrease to some $L\ge0$. If $L>0$, then $1=K(L)<K(0)$, a contradiction. This also covers $K(0)=1$, where the bound alone shows no decay.

## Two levels with gap 4

Take levels $\pm3$, $T=2.5$ and target gap $D_s=4$, so $E=5$. The two equal terms give $K=V\tanh(E/5)/E$, so $V=5/\tanh 1\approx6.565$. Then $K(0)\approx1.175>1$. Starting from $D=3$, $E=\sqrt{18}\approx4.243$ and $K\approx1.068$, so the next gap is about $3.205$; the one after is about $3.381$. Both steps rise towards 4.

## The Lean file

```lean
import Mathlib

open Filter Topology

namespace BCSGapIteration

noncomputable section

/-- Quasiparticle energy of a level `x` (measured from the chemical potential) at gap `D`. -/
def quasiEnergy (x D : ℝ) : ℝ := √(x ^ 2 + D ^ 2)

/-- Pairing kernel `K(D) = V ∑ tanh(E/2T)/(2E)`, meant for `T > 0` and nonzero
quasiparticle energies. -/
def kernel {ι : Type*} [Fintype ι] (x : ι → ℝ) (V T D : ℝ) : ℝ :=
  V * ∑ k, Real.tanh (quasiEnergy (x k) D / (2 * T)) / (2 * quasiEnergy (x k) D)

/-- One update of the gap in the self-consistency loop, `g(D) = D K(D)`, on the domain of
the pairing kernel. -/
def gapMap {ι : Type*} [Fintype ι] (x : ι → ℝ) (V T D : ℝ) : ℝ := D * kernel x V T D

variable {ι : Type*} [Fintype ι] {x : ι → ℝ} {V T : ℝ}

/-- The thermal factor `tanh u / u` is strictly decreasing for `u > 0`. -/
theorem tanh_div_lt {a b : ℝ} (ha : 0 < a) (h : a < b) :
    Real.tanh b / b < Real.tanh a / a := by
  have key : StrictAntiOn (fun u : ℝ => Real.sinh u / (u * Real.cosh u)) (Set.Ioi 0) := by
    have hd : ∀ u ∈ Set.Ioi (0 : ℝ), HasDerivAt (fun u : ℝ => Real.sinh u / (u * Real.cosh u))
        ((Real.cosh u * (u * Real.cosh u) - Real.sinh u * (1 * Real.cosh u + u * Real.sinh u))
          / (u * Real.cosh u) ^ 2) u := fun u hu =>
      (Real.hasDerivAt_sinh u).fun_div ((hasDerivAt_id' u).fun_mul (Real.hasDerivAt_cosh u))
        (mul_pos hu (Real.cosh_pos u)).ne'
    apply strictAntiOn_of_deriv_neg (convex_Ioi 0)
      (fun u hu => (hd u hu).continuousAt.continuousWithinAt)
    intro u hu
    rw [interior_Ioi] at hu
    rw [(hd u hu).deriv]
    refine div_neg_of_neg_of_pos ?_ (pow_pos (mul_pos hu (Real.cosh_pos u)) 2)
    -- the numerator is `u - sinh u cosh u`
    have e : Real.cosh u * (u * Real.cosh u)
        - Real.sinh u * (1 * Real.cosh u + u * Real.sinh u)
        = u - Real.sinh u * Real.cosh u := by
      linear_combination u * Real.cosh_sq u
    have h0 : 0 < u := hu
    have h1 : u < Real.sinh u := Real.self_lt_sinh_iff.2 h0
    have h2 : 1 ≤ Real.cosh u := Real.one_le_cosh u
    rw [e]
    nlinarith [mul_nonneg (h0.trans h1).le (sub_nonneg.2 h2)]
  have h3 := key ha (ha.trans h) h
  rw [Real.tanh_eq_sinh_div_cosh, Real.tanh_eq_sinh_div_cosh, div_div, div_div,
    mul_comm (Real.cosh b), mul_comm (Real.cosh a)]
  exact h3

/-- A larger gap weakens the pairing kernel, provided all quasiparticle energies are
positive at the smaller gap. -/
theorem kernel_lt [Nonempty ι] (hV : 0 < V) (hT : 0 < T) {D D' : ℝ}
    (hE : ∀ k, 0 < quasiEnergy (x k) D) (hD : 0 ≤ D) (h : D < D') :
    kernel x V T D' < kernel x V T D := by
  have e : ∀ t E : ℝ, 0 < E → t / (2 * E) = t / (E / (2 * T)) / (4 * T) := by
    intro t E hE
    rw [div_div_eq_mul_div, div_div, div_eq_div_iff (by positivity) (by positivity)]
    ring
  unfold kernel
  refine mul_lt_mul_of_pos_left
    (Finset.sum_lt_sum_of_nonempty Finset.univ_nonempty fun k _ => ?_) hV
  have hlt : quasiEnergy (x k) D < quasiEnergy (x k) D' :=
    Real.sqrt_lt_sqrt (by positivity) (by nlinarith)
  have h2T : 0 < 2 * T := by positivity
  have h2 := tanh_div_lt (div_pos (hE k) h2T) (div_lt_div_of_pos_right hlt h2T)
  rw [e _ _ ((hE k).trans hlt), e _ _ (hE k)]
  exact div_lt_div_of_pos_right h2 (by positivity)

/-- For nonnegative gaps, a larger trial gap never gives a smaller updated gap, provided all
quasiparticle energies are positive at the smaller gap. -/
theorem gapMap_mono (hV : 0 < V) (hT : 0 < T) {D D' : ℝ}
    (hE : ∀ k, 0 < quasiEnergy (x k) D) (hD : 0 ≤ D) (h : D ≤ D') :
    gapMap x V T D ≤ gapMap x V T D' := by
  have ht : ∀ a b : ℝ, a ≤ b → Real.tanh a ≤ Real.tanh b := by
    intro a b hab
    rw [Real.tanh_eq_sinh_div_cosh, Real.tanh_eq_sinh_div_cosh,
      div_le_div_iff₀ (Real.cosh_pos a) (Real.cosh_pos b)]
    have h1 := Real.sinh_nonneg_iff.2 (sub_nonneg.2 hab)
    rw [Real.sinh_sub] at h1
    linarith
  -- each level contributes a product of the nondecreasing factors `D/E` and `tanh(E/2T)`
  have e : ∀ D, gapMap x V T D = V * ∑ k, D / quasiEnergy (x k) D *
      (Real.tanh (quasiEnergy (x k) D / (2 * T)) / 2) := by
    intro D
    unfold gapMap kernel
    rw [mul_left_comm, Finset.mul_sum]
    congr 1
    refine Finset.sum_congr rfl fun k _ => ?_
    ring
  rw [e, e]
  refine mul_le_mul_of_nonneg_left (Finset.sum_le_sum fun k _ => ?_) hV.le
  have hsq : D ^ 2 ≤ D' ^ 2 := pow_le_pow_left₀ hD h 2
  have hle : quasiEnergy (x k) D ≤ quasiEnergy (x k) D' := Real.sqrt_le_sqrt (by linarith)
  have hp := hE k
  have hp' := hp.trans_le hle
  have hD' := hD.trans h
  have h0 : 0 ≤ Real.tanh (quasiEnergy (x k) D / (2 * T)) := by
    have h1 := ht 0 (quasiEnergy (x k) D / (2 * T)) (by positivity)
    rwa [Real.tanh_zero] at h1
  refine mul_le_mul ?_ ?_ (by positivity) (by positivity)
  · rw [div_le_div_iff₀ hp hp']
    refine (sq_le_sq₀ (by positivity) (by positivity)).mp ?_
    have s : ∀ d, quasiEnergy (x k) d ^ 2 = x k ^ 2 + d ^ 2 := fun d =>
      Real.sq_sqrt (by positivity)
    rw [mul_pow, mul_pow, s, s]
    nlinarith [mul_le_mul_of_nonneg_right hsq (sq_nonneg (x k))]
  · exact div_le_div_of_nonneg_right
      (ht _ _ (div_le_div_of_nonneg_right hle (by positivity))) (by norm_num)

/-- The pairing kernel is continuous in the gap wherever all quasiparticle energies are
positive. -/
theorem kernel_continuousAt {D : ℝ} (hE : ∀ k, 0 < quasiEnergy (x k) D) :
    ContinuousAt (fun d => kernel x V T d) D := by
  have ht : Continuous Real.tanh := by
    rw [show Real.tanh = fun u => Real.sinh u / Real.cosh u from
      funext Real.tanh_eq_sinh_div_cosh]
    exact Real.continuous_sinh.div Real.continuous_cosh fun u => (Real.cosh_pos u).ne'
  unfold kernel
  refine Tendsto.const_mul V (tendsto_finsetSum _ fun k _ => ?_)
  have hq : Continuous fun d => quasiEnergy (x k) d := by
    unfold quasiEnergy
    fun_prop
  exact (ht.comp (hq.div_const (2 * T))).continuousAt.div
    (continuous_const.mul hq).continuousAt (mul_pos two_pos (hE k)).ne'

/-- For nonzero levels the slope of the gap update at zero gap is the kernel `K(0)`. -/
theorem gapMap_hasDerivAt_zero (hx : ∀ k, x k ≠ 0) :
    HasDerivAt (gapMap x V T) (kernel x V T 0) 0 := by
  have hE : ∀ k, 0 < quasiEnergy (x k) 0 := fun k => by
    have := hx k
    exact Real.sqrt_pos.2 (by positivity)
  rw [hasDerivAt_iff_tendsto_slope]
  have hc := (kernel_continuousAt (V := V) (T := T) hE).tendsto.mono_left
    (nhdsWithin_le_nhds (s := {0}ᶜ))
  refine hc.congr' ?_
  filter_upwards [self_mem_nhdsWithin] with D hD
  have h0 : D ≠ 0 := hD
  rw [slope_def_field]
  unfold gapMap
  rw [zero_mul, sub_zero, sub_zero, mul_div_cancel_left₀ _ h0]

/-- For nonzero levels, if a positive self-consistent gap exists, the slope of the gap update at
zero gap exceeds one. -/
theorem normal_state_unstable [Nonempty ι] (hx : ∀ k, x k ≠ 0) (hV : 0 < V) (hT : 0 < T)
    {Ds : ℝ} (hs : 0 < Ds) (hfix : gapMap x V T Ds = Ds) :
    1 < deriv (gapMap x V T) 0 := by
  have hk : kernel x V T Ds = 1 := mul_left_cancel₀ hs.ne' (by rw [mul_one]; exact hfix)
  rw [(gapMap_hasDerivAt_zero hx).deriv, ← hk]
  refine kernel_lt hV hT (fun k => ?_) le_rfl hs
  have := hx k
  exact Real.sqrt_pos.2 (by positivity)

/-- One update moves a positive trial gap towards the self-consistent gap `Ds`, or leaves it
in place, and never overshoots. -/
theorem gapMap_between [Nonempty ι] (hV : 0 < V) (hT : 0 < T) {Ds D : ℝ} (hs : 0 < Ds)
    (hfix : gapMap x V T Ds = Ds) (hD : 0 < D) :
    (D ≤ Ds → D ≤ gapMap x V T D ∧ gapMap x V T D ≤ Ds) ∧
      (Ds ≤ D → Ds ≤ gapMap x V T D ∧ gapMap x V T D ≤ D) := by
  have hE : ∀ d, 0 < d → ∀ k, 0 < quasiEnergy (x k) d := fun d hd k =>
    Real.sqrt_pos.2 (by positivity)
  have hk : kernel x V T Ds = 1 := mul_left_cancel₀ hs.ne' (by rw [mul_one]; exact hfix)
  constructor
  · intro h
    refine ⟨?_, (gapMap_mono hV hT (hE D hD) hD.le h).trans_eq hfix⟩
    rcases h.eq_or_lt with h | h
    · rw [h, hfix]
    · have h1 := kernel_lt hV hT (hE D hD) hD.le h
      unfold gapMap
      nlinarith
  · intro h
    refine ⟨hfix.symm.trans_le (gapMap_mono hV hT (hE Ds hs) hs.le h), ?_⟩
    rcases h.eq_or_lt with h | h
    · rw [← h, hfix]
    · have h1 := kernel_lt hV hT (hE Ds hs) hs.le h
      unfold gapMap
      nlinarith

/-- Iterating the finite-temperature gap equation from any positive trial gap converges to
the positive self-consistent gap `Ds`. -/
theorem gap_iteration_converges [Nonempty ι] (hV : 0 < V) (hT : 0 < T) {Ds D : ℝ}
    (hs : 0 < Ds) (hfix : gapMap x V T Ds = Ds) (hD : 0 < D) :
    Tendsto (fun n => (gapMap x V T)^[n] D) atTop (𝓝 Ds) := by
  have hE : ∀ d, 0 < d → ∀ k, 0 < quasiEnergy (x k) d := fun d hd k =>
    Real.sqrt_pos.2 (by positivity)
  have hone : ∀ d, 0 < d → gapMap x V T d = d → kernel x V T d = 1 := fun d hd h =>
    mul_left_cancel₀ hd.ne' (by rw [mul_one]; exact h)
  -- a positive limit is a fixed point, and the decreasing kernel allows only one
  have lim : ∀ L, 0 < L → Tendsto (fun n => (gapMap x V T)^[n] D) atTop (𝓝 L) → L = Ds := by
    intro L hL h
    have hc : ContinuousAt (gapMap x V T) L :=
      continuousAt_id.mul (kernel_continuousAt (hE L hL))
    have h1 := hone L hL (isFixedPt_of_tendsto_iterate h hc)
    have h2 := hone Ds hs hfix
    rcases lt_trichotomy L Ds with h3 | h3 | h3
    · linarith [kernel_lt hV hT (hE L hL) hL.le h3]
    · exact h3
    · linarith [kernel_lt hV hT (hE Ds hs) hs.le h3]
  rcases le_total D Ds with h | h
  · -- from below the iterates increase and stay under `Ds`
    have hb : ∀ n, D ≤ (gapMap x V T)^[n] D ∧ (gapMap x V T)^[n] D ≤ Ds := by
      intro n
      induction n with
      | zero => exact ⟨le_rfl, h⟩
      | succ n ih =>
        rw [Function.iterate_succ_apply']
        have h1 := (gapMap_between hV hT hs hfix (hD.trans_le ih.1)).1 ih.2
        exact ⟨ih.1.trans h1.1, h1.2⟩
    have hm : Monotone fun n => (gapMap x V T)^[n] D := monotone_nat_of_le_succ fun n => by
      rw [Function.iterate_succ_apply']
      exact ((gapMap_between hV hT hs hfix (hD.trans_le (hb n).1)).1 (hb n).2).1
    obtain ⟨L, hL⟩ : ∃ L, Tendsto (fun n => (gapMap x V T)^[n] D) atTop (𝓝 L) :=
      ⟨_, tendsto_atTop_ciSup hm ⟨Ds, by rintro _ ⟨n, rfl⟩; exact (hb n).2⟩⟩
    have e := lim L (hD.trans_le (ge_of_tendsto' hL fun n => (hb n).1)) hL
    rwa [e] at hL
  · -- from above they decrease and stay over `Ds`
    have hb : ∀ n, Ds ≤ (gapMap x V T)^[n] D := by
      intro n
      induction n with
      | zero => exact h
      | succ n ih =>
        rw [Function.iterate_succ_apply']
        exact ((gapMap_between hV hT hs hfix (hs.trans_le ih)).2 ih).1
    have hm : Antitone fun n => (gapMap x V T)^[n] D := antitone_nat_of_succ_le fun n => by
      rw [Function.iterate_succ_apply']
      exact ((gapMap_between hV hT hs hfix (hs.trans_le (hb n))).2 (hb n)).2
    obtain ⟨L, hL⟩ : ∃ L, Tendsto (fun n => (gapMap x V T)^[n] D) atTop (𝓝 L) :=
      ⟨_, tendsto_atTop_ciInf hm ⟨Ds, by rintro _ ⟨n, rfl⟩; exact hb n⟩⟩
    have e := lim L (hs.trans_le (ge_of_tendsto' hL hb)) hL
    rwa [e] at hL

/-- If all levels are nonzero and `K(0) ≤ 1`, the gap iterated from any `D ≥ 0` tends to zero and
after `n` updates is at most `K(0)^n` times the trial gap. -/
theorem gap_iteration_normal [Nonempty ι] (hx : ∀ k, x k ≠ 0) (hV : 0 < V) (hT : 0 < T)
    (hK : kernel x V T 0 ≤ 1) {D : ℝ} (hD : 0 ≤ D) :
    Tendsto (fun n => (gapMap x V T)^[n] D) atTop (𝓝 0) ∧
      ∀ n, (gapMap x V T)^[n] D ≤ kernel x V T 0 ^ n * D := by
  have hE : ∀ d k, 0 < quasiEnergy (x k) d := fun d k => by
    have := hx k
    exact Real.sqrt_pos.2 (by positivity)
  have hpos : ∀ d, 0 ≤ d → 0 ≤ gapMap x V T d := fun d hd => by
    have h1 := gapMap_mono hV hT (hE 0) le_rfl hd
    rwa [show gapMap x V T 0 = 0 from zero_mul _] at h1
  have hup : ∀ d, 0 ≤ d → gapMap x V T d ≤ kernel x V T 0 * d := by
    intro d hd
    rcases hd.eq_or_lt with h | h
    · rw [← h, mul_zero]
      exact (zero_mul _).le
    · rw [mul_comm]
      exact mul_le_mul_of_nonneg_left (kernel_lt hV hT (hE 0) le_rfl h).le hd
  have hK0 : 0 ≤ kernel x V T 0 := by
    have h1 := (hpos 1 zero_le_one).trans (hup 1 zero_le_one)
    rwa [mul_one] at h1
  have hb : ∀ n, 0 ≤ (gapMap x V T)^[n] D := by
    intro n
    induction n with
    | zero => exact hD
    | succ n ih =>
      rw [Function.iterate_succ_apply']
      exact hpos _ ih
  constructor
  · have hm : Antitone fun n => (gapMap x V T)^[n] D := antitone_nat_of_succ_le fun n => by
      rw [Function.iterate_succ_apply']
      exact (hup _ (hb n)).trans (mul_le_of_le_one_left (hb n) hK)
    obtain ⟨L, hL⟩ : ∃ L, Tendsto (fun n => (gapMap x V T)^[n] D) atTop (𝓝 L) :=
      ⟨_, tendsto_atTop_ciInf hm ⟨0, by rintro _ ⟨n, rfl⟩; exact hb n⟩⟩
    have hc : ContinuousAt (gapMap x V T) L := continuousAt_id.mul (kernel_continuousAt (hE L))
    have hf : gapMap x V T L = L := isFixedPt_of_tendsto_iterate hL hc
    -- a positive limit would force `K(0) > 1`
    rcases (ge_of_tendsto' hL hb).eq_or_lt with h | h
    · rwa [← h] at hL
    · have h1 : kernel x V T L = 1 := mul_left_cancel₀ h.ne' (by rw [mul_one]; exact hf)
      linarith [kernel_lt hV hT (hE 0) le_rfl h]
  · intro n
    induction n with
    | zero => simp
    | succ n ih =>
      rw [Function.iterate_succ_apply', pow_succ', mul_assoc]
      exact (hup _ (hb n)).trans (mul_le_mul_of_nonneg_left ih hK0)

/-- Two levels at `ξ` and `-ξ` with the positive coupling `V = E / tanh(E/2T)` have the
prescribed positive gap `D` as a self-consistent gap. -/
theorem gapMap_fixed_witness (ξ : ℝ) {T D : ℝ} (hT : 0 < T) (hD : 0 < D) :
    0 < quasiEnergy ξ D / Real.tanh (quasiEnergy ξ D / (2 * T)) ∧
      gapMap ![ξ, -ξ] (quasiEnergy ξ D / Real.tanh (quasiEnergy ξ D / (2 * T))) T D = D := by
  have hE : 0 < quasiEnergy ξ D := Real.sqrt_pos.2 (by positivity)
  have ht : 0 < Real.tanh (quasiEnergy ξ D / (2 * T)) := by
    rw [Real.tanh_eq_sinh_div_cosh]
    exact div_pos (Real.sinh_pos_iff.2 (by positivity)) (Real.cosh_pos _)
  refine ⟨div_pos hE ht, ?_⟩
  have hneg : quasiEnergy (-ξ) D = quasiEnergy ξ D := by simp [quasiEnergy]
  have h0 : (![ξ, -ξ] : Fin 2 → ℝ) 0 = ξ := rfl
  have h1 : (![ξ, -ξ] : Fin 2 → ℝ) 1 = -ξ := rfl
  have e : ∀ a t : ℝ, a ≠ 0 → t ≠ 0 → a / t * (t / (2 * a) + t / (2 * a)) = 1 := by
    intro a t ha ht
    rw [show t / (2 * a) + t / (2 * a) = t / a by ring, div_mul_div_comm, mul_comm a t,
      div_self (mul_ne_zero ht ha)]
  unfold gapMap kernel
  rw [Fin.sum_univ_two, h0, h1, hneg, e _ _ hE.ne' ht.ne', mul_one]

end

end BCSGapIteration
```

```lean
#print axioms BCSGapIteration.normal_state_unstable
-- 'BCSGapIteration.normal_state_unstable' depends on axioms: [propext, Classical.choice, Quot.sound]
#print axioms BCSGapIteration.gap_iteration_converges
-- 'BCSGapIteration.gap_iteration_converges' depends on axioms: [propext, Classical.choice, Quot.sound]
#print axioms BCSGapIteration.gap_iteration_normal
-- 'BCSGapIteration.gap_iteration_normal' depends on axioms: [propext, Classical.choice, Quot.sound]
```

## How the proof follows the derivation

`tanh_div_lt` computes the derivative above and applies `strictAntiOn_of_deriv_neg`. `kernel_lt` sums the strict inequalities, which needs a nonempty family. `gapMap_mono` compares the two factors, using squares for $D/E_k$.

`kernel_continuousAt` supplies the limit in `gapMap_hasDerivAt_zero`; `normal_state_unstable` adds $K(0)>1$. `gapMap_between` is the trapping step.

In `gap_iteration_converges`, induction keeps the iterates on one side of `Ds`, and monotone convergence produces `L`. The local claim `lim` identifies it, using `isFixedPt_of_tendsto_iterate` and `kernel_lt`. `gap_iteration_normal` repeats this pattern with limit 0.

`gapMap_fixed_witness` carries out the two-level construction for any $\xi$ and any $T,D>0$, so every positive gap is realised by some positive coupling.
